# With independent linear constraints, a Hermitian stiffness matrix that is positive on the allowed displacements has a positive semidefinite response

Take two coordinates with stiffness \(A=\mathrm{diag}(1,-1)\), and hold the second at zero with \(B=(0\;\;1)\). Inverting the matrix bordered by the constraint gives

\[
\begin{pmatrix}1&0&0\\0&-1&1\\0&1&0\end{pmatrix}^{-1}
=\begin{pmatrix}1&0&0\\0&0&1\\0&1&1\end{pmatrix}.
\]

The upper-left \(2\times2\) block is \(P=\mathrm{diag}(1,0)\): the unstable direction is gone, and the second coordinate doesn't move at all. A spring of stiffness \(k>1\) added to that coordinate would still let it move by \(1/(k-1)\) per unit force. But the bordered matrix is indefinite, so why should a block of its inverse be positive? Is this an accident of a diagonal example?

## Only the allowed displacements need positive energy

It is general. Under a force \(f\), the constrained displacement \(x\) and the multipliers \(y\) satisfy

\[
Ax+B^*y=f,\qquad Bx=0,\qquad
K=\begin{pmatrix}A&B^*\\B&0\end{pmatrix},
\]

where \({}^*\) is the conjugate transpose. Let \(A\) be Hermitian, with \(x^*Ax>0\) for every nonzero \(x\) obeying \(Bx=0\), and let the rows of \(B\) be linearly independent.

**Invertibility.** If \(K\) annihilates \((x,y)\), then \(Bx=0\) and \(x^*Ax=-(Bx)^*y=0\), so \(x=0\). Now \(B^*y=0\), and independence of the rows gives \(y=0\). Since \(K\) is square, it is invertible.

**Positivity.** Let \(P\) and \(Q\) be the upper-left and lower-left blocks of \(K^{-1}\), so that \(x=Pf\) and \(y=Qf\). The first block column of \(KK^{-1}=1\) reads

\[
AP+B^*Q=1,\qquad BP=0.
\]

Multiply the first equation by \(P^*\) from the left. Since \(P^*B^*=(BP)^*=0\), this leaves \(P^*AP=P^*\). The left side is Hermitian, so \(P^*=P\) and \(PAP=P\). Hence

\[
f^*Pf=(Pf)^*A(Pf)\ge0,
\]

because \(Pf\) is an allowed displacement. The indefiniteness of \(K\) does no harm: only the energy of allowed displacements enters.

**Allowed displacements.** With \(R\) the upper-right block of \(K^{-1}\), the identity \(K^{-1}K=1\) gives \(PA+RB=1\). So \(Bx=0\) implies \(PAx=x\). Conversely, \(PAx=x\) implies \(Bx=BPAx=0\).

**Comparison with the free response.** If \(A\) is positive definite, so is \(S=BA^{-1}B^*\), since \(B^*y\ne0\) for \(y\neq0\). Force balance gives \(P=A^{-1}-A^{-1}B^*Q\). Applying \(B\) gives \(SQ=BA^{-1}\), hence

\[
P=A^{-1}-A^{-1}B^*S^{-1}BA^{-1}.
\]

Using \(PAP=P\),

\[
(1-PA)A^{-1}(1-PA)^*=A^{-1}-2P+PAP=A^{-1}-P,
\]

which is positive semidefinite. Thus \(f^*Pf\le f^*A^{-1}f\) for every force; individual off-diagonal entries may still grow. Stability on the constraint alone doesn't suffice here: in the opening example \(A^{-1}-P=\mathrm{diag}(0,-1)\).

## What the Lean statements say

The finite types `n` and `m` label coordinates and constraints. `bordered A B` is \(K\), `response A B` is \(P\), and `Bᴴ` is \(B^*\). `constraintForce A B` is \(Q\), which gives multipliers; the force exerted by the constraint is \(-B^*Qf\). `StableOnConstraint` is the energy condition, and `LinearIndependent ℂ B.row` excludes redundant constraints.

`constrained_response` collects invertibility, positivity, \(BP=0\) and \(PAP=P\). `constrained_response_witness` confirms that the opening example meets its hypotheses although \(A\) is not positive definite.

For a molecule with finitely many coordinates, in the harmonic approximation and with linear constraints, \(P\) turns an applied force into a constrained relaxation, provided that the hypotheses above hold. For a free molecule in Cartesian coordinates, the constraints must then exclude rigid translations and rotations, which cost no energy. That \(A\) and \(B\) describe the real molecule near its equilibrium is a physical assumption.

```lean
import Mathlib

open Matrix
open scoped ComplexOrder

namespace ConstrainedResponse

noncomputable section

variable {n m : Type*} [Fintype n] [Fintype m] [DecidableEq n] [DecidableEq m]

/-- The stiffness matrix `A` bordered by the constraint matrix `B`. -/
def bordered (A : Matrix n n ℂ) (B : Matrix m n ℂ) : Matrix (n ⊕ m) (n ⊕ m) ℂ :=
  fromBlocks A Bᴴ B 0

/-- The constrained response: the upper-left block of the inverse of the bordered matrix,
meaningful when that matrix is invertible. -/
def response (A : Matrix n n ℂ) (B : Matrix m n ℂ) : Matrix n n ℂ :=
  (bordered A B)⁻¹.toBlocks₁₁

/-- The Lagrange multipliers per unit applied force: the lower-left block of the inverse of the
bordered matrix, meaningful when that matrix is invertible. -/
def constraintForce (A : Matrix n n ℂ) (B : Matrix m n ℂ) : Matrix m n ℂ :=
  (bordered A B)⁻¹.toBlocks₂₁

/-- The quadratic form `x* A x`, twice the elastic energy, is positive for every nonzero
displacement with `B x = 0`. -/
def StableOnConstraint (A : Matrix n n ℂ) (B : Matrix m n ℂ) : Prop :=
  ∀ x : n → ℂ, x ≠ 0 → B *ᵥ x = 0 → 0 < star x ⬝ᵥ A *ᵥ x

/-- If `A` is stable on the constraint and the rows of `B` are linearly independent, the bordered
matrix is invertible. -/
theorem bordered_isUnit {A : Matrix n n ℂ} {B : Matrix m n ℂ}
    (hs : StableOnConstraint A B) (hB : LinearIndependent ℂ B.row) :
    IsUnit (bordered A B) := by
  rw [Matrix.isUnit_iff_isUnit_det, isUnit_iff_ne_zero]
  intro hdet
  obtain ⟨v, hv, hKv⟩ := Matrix.exists_mulVec_eq_zero_iff.2 hdet
  rw [bordered, fromBlocks_mulVec] at hKv
  have h1 : A *ᵥ (v ∘ Sum.inl) + Bᴴ *ᵥ (v ∘ Sum.inr) = 0 :=
    funext fun i => congrFun hKv (Sum.inl i)
  have h2 : B *ᵥ (v ∘ Sum.inl) = 0 := by
    funext i
    simpa using congrFun hKv (Sum.inr i)
  -- the displacement part has zero energy, hence vanishes
  have hx : v ∘ Sum.inl = 0 := by
    by_contra hx
    have e : star (v ∘ Sum.inl) ⬝ᵥ A *ᵥ (v ∘ Sum.inl) = 0 := by
      rw [eq_neg_of_add_eq_zero_left h1, dotProduct_neg, Matrix.dotProduct_mulVec,
        ← Matrix.star_mulVec, h2, star_zero, zero_dotProduct, neg_zero]
    exact (hs _ hx h2).ne' e
  -- the multiplier part vanishes because the constraints are independent
  rw [hx, Matrix.mulVec_zero, zero_add] at h1
  have h3 : star (v ∘ Sum.inr) ᵥ* B = 0 := by
    have h := congrArg star h1
    rwa [Matrix.star_mulVec, conjTranspose_conjTranspose, star_zero] at h
  have h4 : star (v ∘ Sum.inr) = 0 := by
    apply Matrix.vecMul_injective_iff.2 hB
    show star (v ∘ Sum.inr) ᵥ* B = 0 ᵥ* B
    rw [h3, Matrix.zero_vecMul]
  have hy : v ∘ Sum.inr = 0 := star_eq_zero.1 h4
  apply hv
  funext i
  rcases i with i | i
  · exact congrFun hx i
  · exact congrFun hy i

/-- When the bordered matrix is invertible, elastic and constraint forces together balance any
applied force, and the response obeys the constraint. -/
theorem force_balance {A : Matrix n n ℂ} {B : Matrix m n ℂ} (h : IsUnit (bordered A B)) :
    A * response A B + Bᴴ * constraintForce A B = 1 ∧ B * response A B = 0 := by
  have hK : fromBlocks A Bᴴ B 0 * fromBlocks (bordered A B)⁻¹.toBlocks₁₁
      (bordered A B)⁻¹.toBlocks₁₂ (bordered A B)⁻¹.toBlocks₂₁
      (bordered A B)⁻¹.toBlocks₂₂ = 1 := by
    rw [fromBlocks_toBlocks]
    exact Matrix.mul_nonsing_inv _ ((Matrix.isUnit_iff_isUnit_det _).1 h)
  rw [fromBlocks_multiply, ← fromBlocks_one, fromBlocks_inj] at hK
  obtain ⟨h1, -, h3, -⟩ := hK
  rw [Matrix.zero_mul, add_zero] at h3
  exact ⟨h1, h3⟩

/-- For Hermitian `A` stable on the constraint and `B` with linearly independent rows, the bordered
matrix is invertible and the response `P` is positive semidefinite with `B P = 0` and
`P A P = P`. -/
theorem constrained_response {A : Matrix n n ℂ} {B : Matrix m n ℂ} (hA : A.IsHermitian)
    (hs : StableOnConstraint A B) (hB : LinearIndependent ℂ B.row) :
    IsUnit (bordered A B) ∧ (response A B).PosSemidef ∧ B * response A B = 0 ∧
      response A B * A * response A B = response A B := by
  have hK := bordered_isUnit hs hB
  obtain ⟨h1, h2⟩ := force_balance hK
  -- constraint forces do no work on the response
  have h3 : (response A B)ᴴ * Bᴴ = 0 := by
    rw [← conjTranspose_mul, h2, conjTranspose_zero]
  have hX : (response A B)ᴴ * A * response A B = (response A B)ᴴ := by
    have h := congrArg (fun M => (response A B)ᴴ * M) h1
    simp only [Matrix.mul_add, ← Matrix.mul_assoc, h3, Matrix.zero_mul, add_zero,
      Matrix.mul_one] at h
    exact h
  have hH : (response A B)ᴴ = response A B := by
    have h := congrArg conjTranspose hX
    rw [conjTranspose_mul, conjTranspose_mul, conjTranspose_conjTranspose, hA.eq,
      ← Matrix.mul_assoc, hX] at h
    exact h
  have hP : response A B * A * response A B = response A B := by
    rw [hH] at hX
    exact hX
  refine ⟨hK, Matrix.PosSemidef.of_dotProduct_mulVec_nonneg hH fun x => ?_, h2, hP⟩
  -- the quadratic form of `P` at `x` is twice the elastic energy of the displacement `P x`
  have e : star (response A B *ᵥ x) ⬝ᵥ A *ᵥ (response A B *ᵥ x)
      = star x ⬝ᵥ response A B *ᵥ x := by
    rw [Matrix.star_mulVec, hH, ← Matrix.dotProduct_mulVec]
    simp only [Matrix.mulVec_mulVec, ← Matrix.mul_assoc, hP]
  rw [← e]
  by_cases hy : response A B *ᵥ x = 0
  · rw [hy, Matrix.mulVec_zero, dotProduct_zero]
  · exact (hs _ hy (by rw [Matrix.mulVec_mulVec, h2, Matrix.zero_mulVec])).le

/-- When the bordered matrix is invertible, `P A` leaves a displacement unchanged exactly when
that displacement satisfies the constraint. -/
theorem response_fixes_iff {A : Matrix n n ℂ} {B : Matrix m n ℂ}
    (h : IsUnit (bordered A B)) (x : n → ℂ) :
    (response A B * A) *ᵥ x = x ↔ B *ᵥ x = 0 := by
  constructor
  · intro hx
    rw [← hx, Matrix.mulVec_mulVec, ← Matrix.mul_assoc, (force_balance h).2,
      Matrix.zero_mul, Matrix.zero_mulVec]
  · intro hx
    have hK : fromBlocks (bordered A B)⁻¹.toBlocks₁₁ (bordered A B)⁻¹.toBlocks₁₂
        (bordered A B)⁻¹.toBlocks₂₁ (bordered A B)⁻¹.toBlocks₂₂
        * fromBlocks A Bᴴ B 0 = 1 := by
      rw [fromBlocks_toBlocks]
      exact Matrix.nonsing_inv_mul _ ((Matrix.isUnit_iff_isUnit_det _).1 h)
    rw [fromBlocks_multiply, ← fromBlocks_one, fromBlocks_inj] at hK
    have h1 := congrArg (fun M => M *ᵥ x) hK.1
    simp only [Matrix.add_mulVec, Matrix.one_mulVec] at h1
    rw [← Matrix.mulVec_mulVec x _ B, hx, Matrix.mulVec_zero, add_zero] at h1
    exact h1

omit [Fintype m] [DecidableEq n] [DecidableEq m] in
/-- A positive definite `A` is stable on every constraint. -/
theorem stable_of_posDef {A : Matrix n n ℂ} (hA : A.PosDef) (B : Matrix m n ℂ) :
    StableOnConstraint A B :=
  fun _ hx _ => hA.dotProduct_mulVec_pos hx

/-- For positive definite `A` and `B` with linearly independent rows, the constrained response is
the free response `A⁻¹` minus a correction containing the inverse of `B A⁻¹ B*`. -/
theorem response_eq_schur {A : Matrix n n ℂ} {B : Matrix m n ℂ} (hA : A.PosDef)
    (hB : LinearIndependent ℂ B.row) :
    response A B = A⁻¹ - A⁻¹ * Bᴴ * (B * A⁻¹ * Bᴴ)⁻¹ * B * A⁻¹ := by
  obtain ⟨h1, h2⟩ := force_balance (bordered_isUnit (stable_of_posDef hA B) hB)
  have hdA : IsUnit A.det := (Matrix.isUnit_iff_isUnit_det _).1 hA.isUnit
  have hdS : IsUnit (B * A⁻¹ * Bᴴ).det := (Matrix.isUnit_iff_isUnit_det _).1
    (hA.inv.mul_mul_conjTranspose_same (Matrix.vecMul_injective_iff.2 hB)).isUnit
  have hP : response A B + A⁻¹ * (Bᴴ * constraintForce A B) = A⁻¹ := by
    have h := congrArg (fun M => A⁻¹ * M) h1
    simp only [Matrix.mul_add, Matrix.mul_one] at h
    rwa [← Matrix.mul_assoc, Matrix.nonsing_inv_mul _ hdA, Matrix.one_mul] at h
  -- the constraint determines the multipliers
  have hSQ : B * A⁻¹ * Bᴴ * constraintForce A B = B * A⁻¹ := by
    have h := congrArg (fun M => B * M) hP
    simp only [Matrix.mul_add, h2, zero_add] at h
    simpa only [Matrix.mul_assoc] using h
  have hQ : constraintForce A B = (B * A⁻¹ * Bᴴ)⁻¹ * (B * A⁻¹) := by
    calc constraintForce A B
        = (B * A⁻¹ * Bᴴ)⁻¹ * (B * A⁻¹ * Bᴴ * constraintForce A B) := by
          rw [← Matrix.mul_assoc, Matrix.nonsing_inv_mul _ hdS, Matrix.one_mul]
      _ = (B * A⁻¹ * Bᴴ)⁻¹ * (B * A⁻¹) := by rw [hSQ]
  rw [hQ] at hP
  rw [eq_sub_iff_add_eq]
  simpa only [Matrix.mul_assoc] using hP

/-- For positive definite `A` and `B` with linearly independent rows, the free response minus the
constrained response is positive semidefinite: for no force `f` do the constraints increase `f* x`,
where `x` is the displacement that `f` causes. -/
theorem constraint_reduces_response {A : Matrix n n ℂ} {B : Matrix m n ℂ} (hA : A.PosDef)
    (hB : LinearIndependent ℂ B.row) : (A⁻¹ - response A B).PosSemidef := by
  obtain ⟨-, hpsd, -, hP⟩ :=
    constrained_response hA.isHermitian (stable_of_posDef hA B) hB
  have hdA : IsUnit A.det := (Matrix.isUnit_iff_isUnit_det _).1 hA.isUnit
  have e : (1 - response A B * A) * A⁻¹ * (1 - response A B * A)ᴴ
      = A⁻¹ - response A B := by
    rw [conjTranspose_sub, conjTranspose_one, conjTranspose_mul, hA.isHermitian.eq,
      hpsd.isHermitian.eq, Matrix.sub_mul, Matrix.one_mul, Matrix.mul_assoc (response A B),
      Matrix.mul_nonsing_inv _ hdA, Matrix.mul_one, Matrix.mul_sub, Matrix.mul_one,
      Matrix.sub_mul, ← Matrix.mul_assoc, ← Matrix.mul_assoc,
      Matrix.nonsing_inv_mul _ hdA, Matrix.one_mul, hP, sub_self, sub_zero]
  rw [← e]
  exact hA.inv.posSemidef.mul_mul_conjTranspose_same _

/-- The matrix `diag(1, -1)` with the second coordinate held at zero meets the hypotheses of
`constrained_response`, although it is not positive definite. -/
theorem constrained_response_witness :
    (!![1, 0; 0, -1] : Matrix (Fin 2) (Fin 2) ℂ).IsHermitian ∧
    StableOnConstraint !![1, 0; 0, -1] (!![0, 1] : Matrix (Fin 1) (Fin 2) ℂ) ∧
    LinearIndependent ℂ (!![0, 1] : Matrix (Fin 1) (Fin 2) ℂ).row ∧
    ¬ (!![1, 0; 0, -1] : Matrix (Fin 2) (Fin 2) ℂ).PosDef := by
  refine ⟨?_, ?_, ?_, ?_⟩
  · ext i j
    fin_cases i <;> fin_cases j <;> simp
  · intro x hx hBx
    have h1 : x 1 = 0 := by
      simpa [Matrix.mulVec, dotProduct, Fin.sum_univ_two] using congrFun hBx 0
    have h0 : x 0 ≠ 0 := by
      intro h0
      apply hx
      funext i
      fin_cases i
      · exact h0
      · exact h1
    have e : star x ⬝ᵥ (!![1, 0; 0, -1] : Matrix (Fin 2) (Fin 2) ℂ) *ᵥ x
        = ((Complex.normSq (x 0) : ℝ) : ℂ) := by
      rw [Complex.normSq_eq_conj_mul_self]
      simp [Matrix.mulVec, dotProduct, Fin.sum_univ_two, h1]
    rw [e]
    exact_mod_cast Complex.normSq_pos.2 h0
  · apply Matrix.vecMul_injective_iff.1
    intro u v h
    funext i
    fin_cases i
    simpa [Matrix.vecMul, dotProduct] using congrFun h 1
  · intro h
    have hne : (![0, 1] : Fin 2 → ℂ) ≠ 0 := fun h0 => one_ne_zero (congrFun h0 1)
    have h2 := (Complex.lt_def.1 (h.dotProduct_mulVec_pos hne)).1
    norm_num [Matrix.mulVec, dotProduct, Fin.sum_univ_two] at h2

end

end ConstrainedResponse
```

```lean
#print axioms ConstrainedResponse.constrained_response
#print axioms ConstrainedResponse.response_fixes_iff
#print axioms ConstrainedResponse.response_eq_schur
#print axioms ConstrainedResponse.constraint_reduces_response
```

```
'ConstrainedResponse.constrained_response' depends on axioms: [propext, Classical.choice, Quot.sound]
'ConstrainedResponse.response_fixes_iff' depends on axioms: [propext, Classical.choice, Quot.sound]
'ConstrainedResponse.response_eq_schur' depends on axioms: [propext, Classical.choice, Quot.sound]
'ConstrainedResponse.constraint_reduces_response' depends on axioms: [propext, Classical.choice, Quot.sound]
```

## From the block equations to the Lean proof

`bordered_isUnit` assumes a zero determinant and takes a nonzero null vector `v`. Its parts `v ∘ Sum.inl` and `v ∘ Sum.inr` are \(x\) and \(y\), and both are shown to vanish.

`force_balance` compares blocks with `fromBlocks_inj`. In `constrained_response`, `hX` is \(P^*AP=P^*\), `hH` is Hermiticity and `hP` is \(PAP=P\). The equation `e` then identifies the quadratic form of \(P\) with twice an elastic energy. The case \(Pf=0\) (the force \(f\) is called `x` in this part of the code) is split off because stability concerns nonzero displacements only.

`response_fixes_iff` uses the product in the other order, \(K^{-1}K=1\). For positive definite \(A\), `stable_of_posDef` supplies the energy condition. In `response_eq_schur`, `hSQ` is \(SQ=BA^{-1}\) and `hQ` solves it for \(Q\). `constraint_reduces_response` proves the factorisation of \(A^{-1}-P\) as its `e` and reads off positivity.
